# Pair potentials give planar atoms no quadratic out-of-plane stiffness when every pair force is zero

A nonlinear planar molecule with four or more atoms has out-of-plane vibrations, and a force field gives them positive harmonic frequencies only if some term in the energy resists motion out of the plane. Bond springs at their rest lengths do not resist it at second order. In a model with only such springs, the Hessian is zero along every displacement pattern normal to the plane, and a quadratic restoring energy has to come from another term, such as an improper torsion.

The model has $N$ atoms at positions $r_i$, with distances $r_{ij}=\|r_i-r_j\|$ and energy $\sum_{i<j}\varphi_{ij}(r_{ij})$. Each pair may have its own potential, and a non-bonded pair can have $\varphi_{ij}=0$. Angle terms, torsions and other many-body energies are absent, as are infinite periodic sheets. In the code, `E` is any real inner product space, with $\mathbb R^3$ as the physical case, and `energy` is this sum.

In Lean 4 with Mathlib:

```lean
import Mathlib

open Filter Topology

namespace OutOfPlaneStiffness

noncomputable section

variable {E : Type*} [NormedAddCommGroup E] [InnerProductSpace ℝ E] {N : ℕ}

/-- The pairs of atoms `i < j`, each counted once. -/
def pairs (N : ℕ) : Finset (Fin N × Fin N) := Finset.univ.filter fun p => p.1 < p.2

/-- The potential energy of atoms at positions `x`, with pair potentials `φ i j`. -/
def energy (φ : Fin N → Fin N → ℝ → ℝ) (x : Fin N → E) : ℝ :=
  ∑ p ∈ pairs N, φ p.1 p.2 ‖x p.1 - x p.2‖
```

## All atoms lie in one plane and move along its normal

`IsPlanar r n` says that $n$ has unit length and is perpendicular to every $r_i-r_j$. In a general space the plane becomes a hyperplane. The atoms need not be in equilibrium within it. `displace` moves atom $i$ to $r_i+t\,w_i\,n$, where the numbers $w_i$ fix the pattern and $t$ its amplitude.

```lean
/-- The atoms `r` lie in a common plane (hyperplane) with unit normal `n`. -/
def IsPlanar (r : Fin N → E) (n : E) : Prop :=
  ‖n‖ = 1 ∧ ∀ i j, inner ℝ n (r i - r j) = 0

/-- Atom `i` is moved by `t * w i` along `n`. -/
def displace (r : Fin N → E) (n : E) (w : Fin N → ℝ) (t : ℝ) : Fin N → E :=
  fun i => r i + (t * w i) • n
```

The claimed second derivative is `stiffness`,
$$K=\sum_{i<j}\frac{\varphi_{ij}'(r_{ij})\,(w_i-w_j)^2}{r_{ij}},$$
and `springs` is the harmonic case $\varphi_{ij}(\rho)=\tfrac12k_{ij}(\rho-r_{ij})^2$, whose rest lengths are the distances in the planar structure.

```lean
/-- The sum over pairs of `φ'(r_ij) (w_i - w_j)² / r_ij`, for distinct atoms at positions `x`. -/
def stiffness (φ' : Fin N → Fin N → ℝ → ℝ) (x : Fin N → E) (w : Fin N → ℝ) : ℝ :=
  ∑ p ∈ pairs N, φ' p.1 p.2 ‖x p.1 - x p.2‖ * (w p.1 - w p.2) ^ 2 / ‖x p.1 - x p.2‖

/-- Harmonic springs with constants `k i j` whose rest lengths are the distances in `r`. -/
def springs (k : Fin N → Fin N → ℝ) (r : Fin N → E) : Fin N → Fin N → ℝ → ℝ :=
  fun i j ρ => k i j / 2 * (ρ - ‖r i - r j‖) ^ 2

private lemma mem_pairs {p : Fin N × Fin N} : p ∈ pairs N ↔ p.1 < p.2 := by
  simp [pairs]

private lemma displace_zero (r : Fin N → E) (n : E) (w : Fin N → ℝ) :
    displace r n w 0 = r := by
  funext i
  simp [displace]
```

Write $d_{ij}=w_i-w_j$. The displaced separation is $(r_i-r_j)+t\,d_{ij}\,n$, a sum of two perpendicular vectors, so by Pythagoras the new distance is
$$\rho_{ij}(t)=\sqrt{r_{ij}^2+t^2d_{ij}^2}.$$
`displaced_distance` does the same: it expands the squared norm, and planarity removes the cross term.

If a separation is not perpendicular to $n$, the distance can change at first order. A spring at rest then has second derivative $k_{ij}d_{ij}^2\cos^2\theta$, where $\theta$ is the angle between separation and normal, and this is generally not zero. This and the other examples of failure below are argued in prose only.

```lean
/-- For planar atoms moved along the normal, the new distance follows from the old one and the
height difference by Pythagoras. -/
theorem displaced_distance {r : Fin N → E} {n : E} (h : IsPlanar r n) (w : Fin N → ℝ)
    (t : ℝ) (i j : Fin N) :
    ‖displace r n w t i - displace r n w t j‖
      = √(‖r i - r j‖ ^ 2 + (t * (w i - w j)) ^ 2) := by
  have hd : displace r n w t i - displace r n w t j
      = (r i - r j) + (t * (w i - w j)) • n := by
    simp only [displace]
    module
  have h0 : inner ℝ (r i - r j) n = 0 := by
    rw [real_inner_comm]
    exact h.2 i j
  have hsq : ‖(r i - r j) + (t * (w i - w j)) • n‖ ^ 2
      = ‖r i - r j‖ ^ 2 + (t * (w i - w j)) ^ 2 := by
    rw [norm_add_sq_real, inner_smul_right, h0, norm_smul, h.1, Real.norm_eq_abs, mul_one,
      sq_abs]
    ring
  rw [hd, ← hsq, Real.sqrt_sq (norm_nonneg _)]
```

## No two atoms coincide

`Function.Injective r` says that different atoms have different positions, so every $r_{ij}$ with $i\ne j$ is positive. Then $\rho_{ij}(t)>0$ for all $t$, and the square root can be differentiated:
$$\rho_{ij}'(t)=\frac{t\,d_{ij}^2}{\rho_{ij}(t)}.$$
`displaced_pos` supplies the positivity and `distance_rate` the derivative.

For a coincident pair with $w_i\ne w_j$, the distance is $|t|\,|d_{ij}|$, which has a corner at $t=0$. With $\varphi_{ij}(\rho)=\rho$ the energy has the same corner.

```lean
private lemma displaced_pos {r : Fin N → E} {n : E} (h : IsPlanar r n) (w : Fin N → ℝ)
    (t : ℝ) {i j : Fin N} (hij : r i ≠ r j) :
    0 < ‖displace r n w t i - displace r n w t j‖ := by
  rw [displaced_distance h]
  exact Real.sqrt_pos.2 (add_pos_of_pos_of_nonneg
    (pow_pos (norm_pos_iff.2 (sub_ne_zero.2 hij)) 2) (sq_nonneg _))

/-- The distance of two distinct planar atoms moved along the normal changes at the rate
`t (w_i - w_j)²` divided by the current distance. -/
theorem distance_rate {r : Fin N → E} {n : E} (h : IsPlanar r n) (w : Fin N → ℝ)
    (t : ℝ) {i j : Fin N} (hij : r i ≠ r j) :
    HasDerivAt (fun s => ‖displace r n w s i - displace r n w s j‖)
      (t * (w i - w j) ^ 2 / ‖displace r n w t i - displace r n w t j‖) t := by
  have hf : ∀ s, ‖displace r n w s i - displace r n w s j‖
      = √(‖r i - r j‖ ^ 2 + s * s * (w i - w j) ^ 2) := by
    intro s
    rw [displaced_distance h]
    congr 1
    ring
  have hpos := displaced_pos h w t hij
  rw [hf t] at hpos
  have hd : HasDerivAt (fun s : ℝ => ‖r i - r j‖ ^ 2 + s * s * (w i - w j) ^ 2)
      (2 * (t * (w i - w j) ^ 2)) t :=
    ((((hasDerivAt_id' t).fun_mul (hasDerivAt_id' t)).mul_const
      ((w i - w j) ^ 2)).const_add (‖r i - r j‖ ^ 2)).congr_deriv (by ring)
  simp only [hf]
  exact (hd.sqrt (Real.sqrt_pos.1 hpos).ne').congr_deriv
    (mul_div_mul_left _ _ two_ne_zero)
```

## Each pair potential is differentiable

Hypothesis `hφ` says that $\varphi_{ij}$ has derivative $\varphi_{ij}'$ at every positive distance, so the pair force exists there. Nothing is asked at distance zero, where the potential may be singular. Write $E(t)$ for the energy of the atoms displaced with amplitude $t$, which is unrelated to the space `E` in the code. The chain rule gives
$$E'(t)=\sum_{i<j}\varphi_{ij}'(\rho_{ij}(t))\,\frac{t\,d_{ij}^2}{\rho_{ij}(t)}=t\,K(t),$$
where $K(t)$ is the stiffness sum evaluated at the displaced positions. `energy_derivative` proves this for every $t$, pair by pair.

A potential cut off exactly at $r_{ij}$, with a nonzero value there and the value zero at every larger distance, makes the energy of that pair discontinuous at $t=0$ if $w_i\ne w_j$. The example shows a need for continuity from the right at $r_{ij}$, which is less than `hφ` assumes.

```lean
/-- For distinct planar atoms with differentiable pair potentials, the energy derivative at any
amplitude `t` is `t` times the stiffness sum of the displaced configuration. -/
theorem energy_derivative {r : Fin N → E} {n : E} (h : IsPlanar r n)
    (hr : Function.Injective r) {φ φ' : Fin N → Fin N → ℝ → ℝ}
    (hφ : ∀ i j, ∀ ρ > 0, HasDerivAt (φ i j) (φ' i j ρ) ρ) (w : Fin N → ℝ) (t : ℝ) :
    HasDerivAt (fun s => energy φ (displace r n w s))
      (t * stiffness φ' (displace r n w t) w) t := by
  simp only [energy, stiffness, Finset.mul_sum]
  apply HasDerivAt.fun_sum
  intro p hp
  have hne : r p.1 ≠ r p.2 := hr.ne (mem_pairs.1 hp).ne
  -- chain rule through the distance
  exact ((hφ p.1 p.2 _ (displaced_pos h w t hne)).comp t
    (distance_rate h w t hne)).congr_deriv (by ring)
```

## The force law is continuous

Hypothesis `hc` says that each $\varphi_{ij}'$ is continuous on $(0,\infty)$. No second derivative of the potential is required.

Setting $t=0$ in $E'(t)=t\,K(t)$ gives $E'(0)=0$. The second derivative is
$$E''(0)=\lim_{t\to0}\frac{t\,K(t)-0}{t}=\lim_{t\to0}K(t)=K(0),$$
and the last equality uses the continuity.

`out_of_plane_stiffness` states both results. The second is expressed as the derivative of `deriv` of the energy. In the proof, `hK` is the continuity of $K(t)$ at zero, `hderiv` replaces `deriv` by $t\,K(t)$, and the closing lines identify the difference quotient with $K(t)$.

For a single pair with $w_i\ne w_j$, take $\varphi(\rho)=u^2\sin(1/u)$ with $u=\rho-r_{ij}$ and $\varphi(r_{ij})=0$. This is differentiable, but $\varphi'$ keeps oscillating between values near $-1$ and $1$ as $u\to0^+$ and does not converge, so $E'(t)/t$ has no limit as $t\to0$ either. Here continuity of $\varphi'$ from the right at $r_{ij}$ is what fails.

```lean
/-- Distinct atoms in a plane interact by continuously differentiable pair potentials. Moving
atom `i` by `t w_i` along the normal gives, at `t = 0`, zero first energy derivative and second
derivative `∑_{i<j} φ'(r_ij) (w_i - w_j)² / r_ij`. -/
theorem out_of_plane_stiffness {r : Fin N → E} {n : E} (h : IsPlanar r n)
    (hr : Function.Injective r) {φ φ' : Fin N → Fin N → ℝ → ℝ}
    (hφ : ∀ i j, ∀ ρ > 0, HasDerivAt (φ i j) (φ' i j ρ) ρ)
    (hc : ∀ i j, ContinuousOn (φ' i j) (Set.Ioi 0)) (w : Fin N → ℝ) :
    HasDerivAt (fun t => energy φ (displace r n w t)) 0 0 ∧
      HasDerivAt (deriv fun t => energy φ (displace r n w t)) (stiffness φ' r w) 0 := by
  have hE := energy_derivative h hr hφ w
  refine ⟨(hE 0).congr_deriv (zero_mul _), ?_⟩
  have hK : ContinuousAt (fun s => stiffness φ' (displace r n w s) w) 0 := by
    simp only [stiffness]
    refine tendsto_finsetSum _ fun p hp => ?_
    have hne : r p.1 ≠ r p.2 := hr.ne (mem_pairs.1 hp).ne
    have hpos := displaced_pos h w 0 hne
    have hρ := (distance_rate h w 0 hne).continuousAt
    have h1 : ContinuousAt
        (fun s => φ' p.1 p.2 ‖displace r n w s p.1 - displace r n w s p.2‖) 0 :=
      ContinuousAt.comp (f := fun s => ‖displace r n w s p.1 - displace r n w s p.2‖)
        ((hc p.1 p.2).continuousAt (Ioi_mem_nhds hpos)) hρ
    exact (h1.mul continuousAt_const).div hρ hpos.ne'
  have hderiv : (deriv fun t => energy φ (displace r n w t))
      = fun t => t * stiffness φ' (displace r n w t) w := funext fun t => (hE t).deriv
  -- the difference quotient of `t * K(t)` at zero is `K(t)` itself
  rw [hderiv, hasDerivAt_iff_tendsto_slope]
  have hlim := hK.tendsto.mono_left (nhdsWithin_le_nhds (s := {(0 : ℝ)}ᶜ))
  rw [displace_zero] at hlim
  refine hlim.congr' ?_
  filter_upwards [self_mem_nhdsWithin] with t ht
  have ht0 : t ≠ 0 := ht
  rw [slope_def_field, eq_div_iff (by simpa using ht0)]
  ring
```

## Every pair is at zero force

The condition $\varphi_{ij}'(r_{ij})=0$ means that the force between the two atoms is zero. If it holds for all pairs, every term of $K$ vanishes.

For the converse, write $K(w)$ for the stiffness sum at the planar positions with pattern $w$, and let $e_a$ be the pattern that moves atom $a$ alone by one unit. For $a<b$, all terms except that of the pair $(a,b)$ cancel in
$$K(e_a+e_b)-K(e_a)-K(e_b)=-\frac{2\varphi_{ab}'(r_{ab})}{r_{ab}}.$$
If $K$ vanishes for every pattern, so does each pair force. `stiffness_eq_zero_iff` follows this argument, with `Finset.sum_eq_single` isolating the pair.

Without the condition, a single spring of rest length $\ell$ contributes $k_{ij}(1-\ell/r_{ij})\,d_{ij}^2$. For $k_{ij}>0$ and $d_{ij}\neq0$ this is positive under tension and negative under compression.

```lean
omit [InnerProductSpace ℝ E] in
/-- For distinct atoms, the stiffness sum vanishes for every displacement pattern `w` exactly
when `φ'(r_ij) = 0` for every pair. -/
theorem stiffness_eq_zero_iff {r : Fin N → E} (hr : Function.Injective r)
    (φ' : Fin N → Fin N → ℝ → ℝ) :
    (∀ w, stiffness φ' r w = 0) ↔ ∀ i j, i < j → φ' i j ‖r i - r j‖ = 0 := by
  constructor
  · intro h a b hab
    -- polarisation: move both atoms, then each one alone
    have hsum : stiffness φ' r (fun i => (if i = a then 1 else 0) + (if i = b then 1 else 0))
        - stiffness φ' r (fun i => if i = a then 1 else 0)
        - stiffness φ' r (fun i => if i = b then 1 else 0)
        = -2 * φ' a b ‖r a - r b‖ / ‖r a - r b‖ := by
      simp only [stiffness]
      rw [← Finset.sum_sub_distrib, ← Finset.sum_sub_distrib, Finset.sum_eq_single (a, b)]
      · simp only [if_true, if_false, hab.ne, hab.ne']
        ring
      · rintro ⟨i, j⟩ hp hne
        have hij : i < j := mem_pairs.1 hp
        have hne' : ¬ (i = a ∧ j = b) := fun ⟨h1, h2⟩ => hne (by rw [h1, h2])
        have hcase : (¬ i = a ∧ ¬ j = a) ∨ (¬ i = b ∧ ¬ j = b) := by
          simp only [Fin.ext_iff, Fin.lt_def] at hij hab hne' ⊢
          omega
        have hz : ((if i = a then (1 : ℝ) else 0) - (if j = a then 1 else 0))
            * ((if i = b then (1 : ℝ) else 0) - (if j = b then 1 else 0)) = 0 := by
          rcases hcase with ⟨h1, h2⟩ | ⟨h1, h2⟩ <;> simp [h1, h2]
        linear_combination (2 * φ' i j ‖r i - r j‖ / ‖r i - r j‖) * hz
      · intro hn
        exact absurd (mem_pairs.2 hab) hn
    rw [h, h, h, sub_zero, sub_zero] at hsum
    rcases div_eq_zero_iff.1 hsum.symm with h0 | h0
    · linarith
    · exact absurd h0 (norm_pos_iff.2 (sub_ne_zero.2 (hr.ne hab.ne))).ne'
  · intro h w
    refine Finset.sum_eq_zero fun p hp => ?_
    rw [h _ _ (mem_pairs.1 hp), zero_mul, zero_div]
```

For harmonic springs $\varphi_{ij}'(\rho)=k_{ij}(\rho-r_{ij})$, which is zero at $r_{ij}$. `unstrained_springs` inserts this into the two preceding theorems.

```lean
/-- Harmonic springs at their rest lengths between distinct planar atoms give zero second
energy derivative for every displacement pattern along the normal. -/
theorem unstrained_springs {r : Fin N → E} {n : E} (h : IsPlanar r n)
    (hr : Function.Injective r) (k : Fin N → Fin N → ℝ) (w : Fin N → ℝ) :
    HasDerivAt (deriv fun t => energy (springs k r) (displace r n w t)) 0 0 := by
  have hφ : ∀ i j, ∀ ρ > 0,
      HasDerivAt (springs k r i j) (k i j * (ρ - ‖r i - r j‖)) ρ := by
    intro i j ρ _
    refine ((((hasDerivAt_id' ρ).sub_const ‖r i - r j‖).fun_pow 2).const_mul
      (k i j / 2)).congr_deriv ?_
    simp only [Nat.cast_ofNat, Nat.reduceSub, pow_one]
    ring
  have hmain := (out_of_plane_stiffness h hr
    (φ' := fun i j ρ => k i j * (ρ - ‖r i - r j‖)) hφ
    (fun i j => (continuous_const.mul (continuous_id.sub continuous_const)).continuousOn) w).2
  exact hmain.congr_deriv ((stiffness_eq_zero_iff hr _).2 (fun i j _ => by simp) w)
```

The energy of these springs has no term below fourth order. Since $\rho_{ij}^2-r_{ij}^2=t^2d_{ij}^2$, the stretch is $\rho_{ij}-r_{ij}=t^2d_{ij}^2/(\rho_{ij}+r_{ij})$, and therefore
$$\frac{E(t)}{t^4}=\sum_{i<j}\frac{k_{ij}\,d_{ij}^4}{2(\rho_{ij}+r_{ij})^2}\;\longrightarrow\;\sum_{i<j}\frac{k_{ij}\,d_{ij}^4}{8r_{ij}^2}.$$
In `springs_quartic`, `ratio` is the cancellation of $t^4$ and `value` simplifies the limit.

```lean
/-- For harmonic springs at their rest lengths between distinct planar atoms, the energy divided
by `t⁴` tends to `∑_{i<j} k_ij (w_i - w_j)⁴ / (8 r_ij²)` as `t → 0`. -/
theorem springs_quartic {r : Fin N → E} {n : E} (h : IsPlanar r n)
    (hr : Function.Injective r) (k : Fin N → Fin N → ℝ) (w : Fin N → ℝ) :
    Tendsto (fun t => energy (springs k r) (displace r n w t) / t ^ 4) (𝓝[≠] 0)
      (𝓝 (∑ p ∈ pairs N, k p.1 p.2 * (w p.1 - w p.2) ^ 4 / (8 * ‖r p.1 - r p.2‖ ^ 2))) := by
  -- the stretch is `t² d² / (ρ + L)`, so the factor `t⁴` cancels exactly
  have ratio : ∀ c d L ρ t : ℝ, 0 < L → 0 < ρ → t ≠ 0 → ρ ^ 2 = L ^ 2 + (t * d) ^ 2 →
      c / 2 * d ^ 4 / (ρ + L) ^ 2 = c / 2 * (ρ - L) ^ 2 / t ^ 4 := by
    intro c d L ρ t hL hρ ht hsq
    rw [div_eq_div_iff (by positivity) (by positivity)]
    linear_combination (-(c / 2) * (ρ ^ 2 - L ^ 2 + t ^ 2 * d ^ 2)) * hsq
  have value : ∀ c d L : ℝ, 0 < L →
      c / 2 * d ^ 4 / (L + L) ^ 2 = c * d ^ 4 / (8 * L ^ 2) := by
    intro c d L hL
    rw [div_eq_div_iff (by positivity) (by positivity)]
    ring
  simp only [energy, springs, Finset.sum_div]
  refine tendsto_finsetSum _ fun p hp => ?_
  have hne : r p.1 ≠ r p.2 := hr.ne (mem_pairs.1 hp).ne
  have hL : 0 < ‖r p.1 - r p.2‖ := norm_pos_iff.2 (sub_ne_zero.2 hne)
  have hcont : ContinuousAt (fun t => k p.1 p.2 / 2 * (w p.1 - w p.2) ^ 4 /
      (‖displace r n w t p.1 - displace r n w t p.2‖ + ‖r p.1 - r p.2‖) ^ 2) 0 :=
    continuousAt_const.div
      (((distance_rate h w 0 hne).continuousAt.add continuousAt_const).pow 2)
      (pow_pos (add_pos (displaced_pos h w 0 hne) hL) 2).ne'
  have hlim := hcont.tendsto.mono_left (nhdsWithin_le_nhds (s := {(0 : ℝ)}ᶜ))
  rw [displace_zero, value _ _ _ hL] at hlim
  refine hlim.congr' ?_
  filter_upwards [self_mem_nhdsWithin] with t ht
  refine ratio _ _ _ _ t hL (displaced_pos h w t hne) ht ?_
  rw [displaced_distance h, Real.sq_sqrt (add_nonneg (sq_nonneg _) (sq_nonneg _))]

end

end OutOfPlaneStiffness
```

```lean
#print axioms OutOfPlaneStiffness.out_of_plane_stiffness
#print axioms OutOfPlaneStiffness.unstrained_springs
#print axioms OutOfPlaneStiffness.springs_quartic
```

```
'OutOfPlaneStiffness.out_of_plane_stiffness' depends on axioms: [propext, Classical.choice, Quot.sound]
'OutOfPlaneStiffness.unstrained_springs' depends on axioms: [propext, Classical.choice, Quot.sound]
'OutOfPlaneStiffness.springs_quartic' depends on axioms: [propext, Classical.choice, Quot.sound]
```

## Two atoms

For one bond of length $L$ with one atom moved by $t$ along the normal, $E''(0)=\varphi'(L)/L$. A spring at rest gives zero, and its energy divided by $t^4$ tends to $k/(8L^2)$. Under tension the second derivative is positive although rotating the pair costs no energy, because the straight displacement follows the tangent of the rotation and lengthens the bond at second order.
